# Exactly one symmetric positive definite deformation gives an invertible cell a prescribed metric

A crystal has been set up in a simulation cell, and the cell must now take new lattice parameters, for instance those measured at another temperature. The new lengths and angles fix the shape of the cell but not its orientation: once one deformation reaches them, following it by any rotation reaches them too. Which deformation changes the shape without also turning the crystal?

Let the lattice vectors $a_i$ be the columns of a real matrix $A$. A homogeneous deformation $F$ sends the cell to $FA$. The answer is a deformation $S$ that is symmetric and positive definite, so that it only stretches or compresses along mutually perpendicular axes. For each admissible set of parameters there is exactly one such $S$, and in Frobenius distance, the root of the summed squares of the differences between matrix entries, it lies closer to the identity than any other deformation reaching the same parameters.

The dimension is the number of elements of a finite index type `n`, which has three for a bulk crystal and two for a layer.

In Lean 4 with Mathlib:

```lean
import Mathlib

open Matrix

namespace RotationFreeDeformation

variable {n : Type*} [Fintype n] [DecidableEq n]
```

## Cell parameters as a metric tensor

Lengths and angles are contained in the scalar products of the lattice vectors,

$$G_{ij} = a_i\cdot a_j = (A^{\mathsf T}A)_{ij}.$$

The target parameters therefore specify a matrix $G'$, with $G'_{ii}$ the squared length of the $i$-th new vector and $G'_{ij}$ the product of two lengths and the cosine of the angle between them.

```lean
/-- The metric tensor `Aᵀ A` of a cell whose lattice vectors are the columns of `A`. -/
def cellMetric (A : Matrix n n ℝ) : Matrix n n ℝ := Aᵀ * A
```

Programs that store lattice vectors as rows have the transposed convention: their metric is $AA^{\mathsf T}$, and the deformation acts from the right.

The size of a deformation is measured by its squared Frobenius distance from the identity,

$$\operatorname{tr}\big[(F-1)^{\mathsf T}(F-1)\big]=\sum_{ij}(F_{ij}-\delta_{ij})^2 .$$

```lean
/-- The squared Frobenius distance of a deformation `F` from the identity. -/
def distortion (F : Matrix n n ℝ) : ℝ := trace ((F - 1)ᵀ * (F - 1))
```

The name `distortion` is meant in this sense only. A rigid rotation other than the identity has a positive `distortion`, although it leaves the shape of the cell unchanged.

## Positive definite matrices and a positive trace

A real matrix $S$ is called positive definite here when $S^{\mathsf T}=S$ and $x^{\mathsf T}Sx>0$ for every $x\neq0$. Mathlib's `PosDef` includes the symmetry, stated with the conjugate transpose, which for real entries is the ordinary transpose.

```lean
omit [Fintype n] [DecidableEq n] in
/-- A real positive definite matrix is symmetric. -/
theorem transpose_eq_of_posDef {S : Matrix n n ℝ} (hS : S.PosDef) : Sᵀ = S := by
  have h := hS.1.eq
  rwa [conjTranspose_eq_transpose_of_trivial] at h
```

Let $P$ be positive definite and $D\neq0$ any square matrix with rows $d_i$. Then

$$\operatorname{tr}(DPD^{\mathsf T})=\sum_i d_i^{\mathsf T}P\,d_i>0,$$

because no term is negative and at least one row is nonzero. Both uniqueness and minimality will follow from this inequality.

```lean
omit [DecidableEq n] in
/-- For positive definite `P` and nonzero `D`, the trace of `D P Dᵀ` is positive. -/
theorem trace_conj_pos {P D : Matrix n n ℝ} (hP : P.PosDef) (hD : D ≠ 0) :
    0 < trace (D * P * Dᵀ) := by
  -- each diagonal entry is the quadratic form of `P` on a row of `D`
  have entry : ∀ i, (D * P * Dᵀ) i i = D i ⬝ᵥ P *ᵥ D i := by
    intro i
    rw [Matrix.dotProduct_mulVec]
    rfl
  have pos : ∀ i, D i ≠ 0 → 0 < (D * P * Dᵀ) i i := by
    intro i hi
    have h := hP.dotProduct_mulVec_pos hi
    rw [star_trivial] at h
    rw [entry i]
    exact h
  have nonneg : ∀ i, 0 ≤ (D * P * Dᵀ) i i := by
    intro i
    by_cases hi : D i = 0
    · rw [entry i, hi, zero_dotProduct]
    · exact (pos i hi).le
  obtain ⟨i, hi⟩ := Function.ne_iff.1 hD
  exact Finset.sum_pos' (fun j _ => nonneg j) ⟨i, Finset.mem_univ i, pos i hi⟩
```

Here `entry` identifies each diagonal element with the quadratic form on a row, `pos` and `nonneg` give the signs, and `Finset.sum_pos'` adds the terms.

Positive definiteness also survives an invertible change of basis $B$. For $x\ne0$ the vector $Bx$ is nonzero, so

$$x^{\mathsf T}(B^{\mathsf T}PB)x=(Bx)^{\mathsf T}P(Bx)>0.$$

```lean
/-- A positive definite form stays positive definite under an invertible change of basis. -/
theorem posDef_change_basis {P B : Matrix n n ℝ} (hP : P.PosDef) (hB : IsUnit B.det) :
    (Bᵀ * P * B).PosDef := by
  have inj : Function.Injective B.mulVec := by
    intro x y h
    have h' := congrArg (fun v => B⁻¹ *ᵥ v) h
    simpa only [Matrix.mulVec_mulVec, nonsing_inv_mul B hB, Matrix.one_mulVec] using h'
  have h := hP.conjTranspose_mul_mul_same inj
  rwa [conjTranspose_eq_transpose_of_trivial] at h
```

The hypothesis `IsUnit B.det` says that $\det B\neq0$. It enters through `inj`, which recovers $x$ from $Bx$ by applying $B^{-1}$.

## The square root and its uniqueness

Diagonalise $P=U\,\mathrm{diag}(d_i)\,U^{\mathsf T}$, where $U$ is orthogonal and the numbers $d_i$ are now the eigenvalues, all positive. Put

$$S=U\,\mathrm{diag}(\sqrt{d_i})\,U^{\mathsf T}.$$

This matrix is positive definite by the change of basis $B=U^{\mathsf T}$, and since $U^{\mathsf T}U=1$,

$$S^2=U\,\mathrm{diag}(\sqrt{d_i})\,U^{\mathsf T}U\,\mathrm{diag}(\sqrt{d_i})\,U^{\mathsf T}=U\,\mathrm{diag}(d_i)\,U^{\mathsf T}=P.$$

```lean
/-- Every real positive definite matrix has a positive definite square root. -/
theorem exists_posDef_root {P : Matrix n n ℝ} (hP : P.PosDef) :
    ∃ S : Matrix n n ℝ, S.PosDef ∧ S * S = P := by
  -- principal axes `U` and positive principal values `d`
  obtain ⟨U, d, hU, hd, hs⟩ : ∃ (U : Matrix n n ℝ) (d : n → ℝ),
      Uᵀ * U = 1 ∧ (∀ i, 0 < d i) ∧ P = U * diagonal d * Uᵀ := by
    refine ⟨hP.1.eigenvectorUnitary, hP.1.eigenvalues, ?_, hP.eigenvalues_pos, ?_⟩
    · exact mem_unitaryGroup_iff'.1 hP.1.eigenvectorUnitary.2
    · have h := hP.1.spectral_theorem
      rw [Unitary.conjStarAlgAut_apply] at h
      exact h
  refine ⟨U * diagonal (fun i => √(d i)) * Uᵀ, ?_, ?_⟩
  · have hdiag : (diagonal (fun i => √(d i))).PosDef :=
      Matrix.PosDef.diagonal (fun i => Real.sqrt_pos.2 (hd i))
    have h := posDef_change_basis (B := Uᵀ) hdiag
      (isUnit_det_of_left_inverse (mul_eq_one_comm.1 hU))
    rwa [transpose_transpose] at h
  · have hroot : diagonal (fun i => √(d i)) * diagonal (fun i => √(d i)) = diagonal d := by
      rw [diagonal_mul_diagonal]
      congr 1
      funext i
      exact Real.mul_self_sqrt (hd i).le
    calc U * diagonal (fun i => √(d i)) * Uᵀ * (U * diagonal (fun i => √(d i)) * Uᵀ)
        = U * diagonal (fun i => √(d i)) * (Uᵀ * U) * diagonal (fun i => √(d i)) * Uᵀ := by
          simp only [Matrix.mul_assoc]
      _ = U * (diagonal (fun i => √(d i)) * diagonal (fun i => √(d i))) * Uᵀ := by
          rw [hU, Matrix.mul_one]
          simp only [Matrix.mul_assoc]
      _ = P := by rw [hroot, ← hs]
```

The spectral theorem supplies $U$ and $d$, and the final `calc` is the displayed computation. In continuum mechanics the letter $U$ often denotes the stretch tensor, which is called $S$ here.

Suppose now that $S$ and $T$ are both positive definite with $S^2=T^2$, and let $D=S-T$. Then

$$SD+DT=S^2-ST+ST-T^2=0.$$

Multiply by $D$ from the left and take the trace. Because $\operatorname{tr}(DDT)=\operatorname{tr}(DTD)$,

$$\operatorname{tr}(DSD)+\operatorname{tr}(DTD)=0.$$

Since $D$ is symmetric, both terms have the form $\operatorname{tr}(DPD^{\mathsf T})$, and both would be positive if $D$ were nonzero. Hence $D=0$ and $S=T$.

```lean
/-- Two positive definite matrices with the same square are equal. -/
theorem posDef_root_unique {S T : Matrix n n ℝ} (hS : S.PosDef) (hT : T.PosDef)
    (h : S * S = T * T) : S = T := by
  by_contra hne
  have hD : S - T ≠ 0 := sub_ne_zero.2 hne
  have h1 := trace_conj_pos hS hD
  have h2 := trace_conj_pos hT hD
  rw [transpose_sub, transpose_eq_of_posDef hS, transpose_eq_of_posDef hT] at h1 h2
  -- the difference `D = S - T` satisfies `S D + D T = 0`
  have key : S * (S - T) + (S - T) * T = 0 := by
    rw [Matrix.mul_sub, Matrix.sub_mul, h]
    abel
  have sum : trace ((S - T) * S * (S - T)) + trace ((S - T) * T * (S - T)) = 0 := by
    rw [trace_mul_comm ((S - T) * T) (S - T), Matrix.mul_assoc, ← trace_add,
      ← Matrix.mul_add, key, Matrix.mul_zero, trace_zero]
  linarith
```

The proof assumes $S\neq T$. The facts `h1` and `h2` are the two positive traces, `key` is the first identity and `sum` the second; `linarith` finds the contradiction.

## From the target metric to the deformation

The metric of a deformed cell is

$$(FA)^{\mathsf T}(FA)=A^{\mathsf T}(F^{\mathsf T}F)A.$$

Let $G$ now stand for any prescribed metric, not only that of the original cell. Setting the metric of the deformed cell equal to $G$ and multiplying by $(A^{-1})^{\mathsf T}$ from the left and $A^{-1}$ from the right gives

$$F^{\mathsf T}F=(A^{-1})^{\mathsf T}G\,A^{-1},$$

and multiplying by $A^{\mathsf T}$ and $A$ leads back. The right-hand side is the prescribed metric, carried from the basis of the old lattice vectors to Cartesian axes.

```lean
/-- A deformation `F` of an invertible cell `A` produces the metric `G` exactly when `Fᵀ F`
is `G` carried to Cartesian axes by the inverse cell. -/
theorem cellMetric_deformed_iff {A F G : Matrix n n ℝ} (hA : IsUnit A.det) :
    cellMetric (F * A) = G ↔ Fᵀ * F = (A⁻¹)ᵀ * G * A⁻¹ := by
  have h1 : A * A⁻¹ = 1 := mul_nonsing_inv A hA
  have h2 : A⁻¹ * A = 1 := nonsing_inv_mul A hA
  have t1 : (A⁻¹)ᵀ * Aᵀ = 1 := by rw [← transpose_mul, h1, transpose_one]
  have t2 : Aᵀ * (A⁻¹)ᵀ = 1 := by rw [← transpose_mul, h2, transpose_one]
  have hm : cellMetric (F * A) = Aᵀ * (Fᵀ * F) * A := by
    simp only [cellMetric, transpose_mul, Matrix.mul_assoc]
  rw [hm]
  constructor
  · intro h
    calc Fᵀ * F = ((A⁻¹)ᵀ * Aᵀ) * (Fᵀ * F) * (A * A⁻¹) := by
          rw [t1, h1, Matrix.one_mul, Matrix.mul_one]
      _ = (A⁻¹)ᵀ * (Aᵀ * (Fᵀ * F) * A) * A⁻¹ := by simp only [Matrix.mul_assoc]
      _ = (A⁻¹)ᵀ * G * A⁻¹ := by rw [h]
  · intro h
    calc Aᵀ * (Fᵀ * F) * A = (Aᵀ * (A⁻¹)ᵀ) * G * (A⁻¹ * A) := by
          rw [h]
          simp only [Matrix.mul_assoc]
      _ = G := by rw [t2, h2, Matrix.one_mul, Matrix.mul_one]
```

For a symmetric deformation the left-hand side is $S^2$. If $G'$ is positive definite, so is $P=(A^{-1})^{\mathsf T}G'A^{-1}$, by the change of basis $B=A^{-1}$. The condition on $S$ is then $S^2=P$, which has exactly one positive definite solution.

```lean
/-- For an invertible cell `A` and a positive definite target metric `G'`, exactly one symmetric
positive definite deformation `S` gives the deformed cell `S A` the metric `G'`. -/
theorem existsUnique_rotationFree {A G' : Matrix n n ℝ} (hA : IsUnit A.det)
    (hG : G'.PosDef) : ∃! S : Matrix n n ℝ, S.PosDef ∧ cellMetric (S * A) = G' := by
  have hP := posDef_change_basis hG (isUnit_nonsing_inv_det A hA)
  obtain ⟨S, hS, hSS⟩ := exists_posDef_root hP
  refine ⟨S, ⟨hS, ?_⟩, ?_⟩
  · rw [cellMetric_deformed_iff hA, transpose_eq_of_posDef hS, hSS]
  · rintro T ⟨hT, hTG⟩
    rw [cellMetric_deformed_iff hA, transpose_eq_of_posDef hT] at hTG
    exact posDef_root_unique hT hS (hTG.trans hSS.symm)
```

In words: if $\det A\neq0$ and $G'$ is positive definite, there is one and only one matrix $S$ that is positive definite and satisfies $(SA)^{\mathsf T}(SA)=G'$. The symbol `∃!` expresses existence and uniqueness together, and the proof takes them from `exists_posDef_root` and `posDef_root_unique`.

The hypothesis `hA` says that the original cell has nonzero volume; either handedness is allowed. The hypothesis `hG` says that the target parameters belong to a cell of nonzero volume. Three angles of 120° fail it, since they force the three vectors into a plane. Symmetry of $S$ without positivity would not give uniqueness, because $-S$ produces the same metric.

One step towards a real crystal is left to the user: deciding which old lattice vector becomes which new one. The columns of $A$ and the indices of $G'$ are matched in order, and another choice of basis vectors for the target lattice generally leads to another $S$.

In electronic-structure and molecular simulations, the theorem applies when a periodic cell is brought to given parameters by a homogeneous deformation; it concerns the lattice vectors alone and says nothing about how atoms relax inside the cell.

## The smallest deformation with the given metric

Let $F\neq S$ be any other deformation with the same resulting metric, so that $F^{\mathsf T}F=S^2$. Put $D=FS^{-1}-1$. Then $DS=F-S\neq0$, hence $D\neq0$, and

$$DSD^{\mathsf T}=(F-S)(S^{-1}F^{\mathsf T}-1)=FS^{-1}F^{\mathsf T}-F-F^{\mathsf T}+S.$$

The first term has trace $\operatorname{tr}(S^{-1}F^{\mathsf T}F)=\operatorname{tr}(S^{-1}S^2)=\operatorname{tr}S$. The positive trace therefore gives

$$0<\operatorname{tr}(DSD^{\mathsf T})=2\operatorname{tr}S-2\operatorname{tr}F.$$

For every matrix $X$, the squared distance from the identity is

$$\operatorname{tr}(X^{\mathsf T}X)-2\operatorname{tr}X+\operatorname{tr}1.$$

The first and last terms agree for $F$ and $S$, so the squared distance of $F$ exceeds that of $S$ by exactly $2\operatorname{tr}S-2\operatorname{tr}F>0$.

```lean
/-- For an invertible cell, a positive definite deformation `S` is strictly closer to the identity,
in Frobenius distance, than any other deformation `F` that produces the same metric. -/
theorem distortion_lt {A S F : Matrix n n ℝ} (hA : IsUnit A.det) (hS : S.PosDef)
    (h : cellMetric (F * A) = cellMetric (S * A)) (hne : F ≠ S) :
    distortion S < distortion F := by
  have hSt := transpose_eq_of_posDef hS
  have hu : IsUnit S.det := hS.det_pos.ne'.isUnit
  have i1 : S * S⁻¹ = 1 := mul_nonsing_inv S hu
  have i2 : S⁻¹ * S = 1 := nonsing_inv_mul S hu
  have hF : Fᵀ * F = S * S := by
    have h' := ((cellMetric_deformed_iff hA).1 h).trans
      ((cellMetric_deformed_iff (F := S) hA).1 rfl).symm
    rwa [hSt] at h'
  have hDS : (F * S⁻¹ - 1) * S = F - S := by
    rw [Matrix.sub_mul, Matrix.mul_assoc, i2, Matrix.mul_one, Matrix.one_mul]
  have hD : F * S⁻¹ - 1 ≠ 0 := by
    intro h0
    rw [h0, Matrix.zero_mul] at hDS
    exact hne (sub_eq_zero.1 hDS.symm)
  have hpos := trace_conj_pos hS hD
  have hexp : (F * S⁻¹ - 1) * S * (F * S⁻¹ - 1)ᵀ = F * (S⁻¹ * Fᵀ) - F - Fᵀ + S := by
    rw [hDS, transpose_sub, transpose_mul, transpose_nonsing_inv, hSt, transpose_one,
      Matrix.mul_sub, Matrix.sub_mul, Matrix.mul_one, ← Matrix.mul_assoc S, i1, Matrix.one_mul]
    abel
  have htr : trace (F * (S⁻¹ * Fᵀ)) = trace S := by
    rw [trace_mul_comm, Matrix.mul_assoc, hF, ← Matrix.mul_assoc, i2, Matrix.one_mul]
  -- positivity of the trace says `tr F < tr S`
  rw [hexp, trace_add, trace_sub, trace_sub, htr, trace_transpose] at hpos
  have hdist : ∀ X : Matrix n n ℝ,
      distortion X = trace (Xᵀ * X) - 2 * trace X + trace (1 : Matrix n n ℝ) := by
    intro X
    have hX : (X - 1)ᵀ * (X - 1) = Xᵀ * X - Xᵀ - X + 1 := by
      rw [transpose_sub, transpose_one]
      noncomm_ring
    rw [distortion, hX, trace_add, trace_sub, trace_sub, trace_transpose]
    ring
  rw [hdist S, hdist F, hF, hSt]
  linarith
```

This gives "rotation-free" a quantitative meaning. The matrix $FS^{-1}$ is orthogonal, so $F$ is the stretch $S$ followed by a rotation or an improper rotation, and this additional factor always increases the distance. The theorem places no condition on $F$ beyond the equality of metrics and $F\neq S$. In the code, `hexp` and `htr` are the expansion and its first trace, and `hdist` is the formula for general $X$.

## Uniform scaling

If all lengths are multiplied by $c>0$ and all angles are kept, the metric is multiplied by $c^2$. The deformation $c\,1$ does this, since

$$(cA)^{\mathsf T}(cA)=c^2A^{\mathsf T}A.$$

It is positive definite, so by uniqueness of the root any positive definite $S$ with the same effect equals it. An isotropic change of the cell parameters thus corresponds to an isotropic $S$, whatever the symmetry of the lattice.

```lean
/-- For an invertible cell and `c > 0`, a positive definite deformation multiplies the metric
by `c ^ 2` exactly when it is the uniform scaling by `c`. -/
theorem uniform_scaling_iff {A S : Matrix n n ℝ} {c : ℝ} (hA : IsUnit A.det)
    (hS : S.PosDef) (hc : 0 < c) :
    cellMetric (S * A) = c ^ 2 • cellMetric A ↔ S = c • (1 : Matrix n n ℝ) := by
  have hscale : cellMetric ((c • (1 : Matrix n n ℝ)) * A) = c ^ 2 • cellMetric A := by
    simp only [cellMetric, Matrix.smul_mul, Matrix.one_mul, transpose_smul, Matrix.mul_smul,
      smul_smul, pow_two]
  have hC : (c • (1 : Matrix n n ℝ)).PosDef := Matrix.PosDef.one.smul hc
  constructor
  · intro h
    have h' := ((cellMetric_deformed_iff hA).1 h).trans
      ((cellMetric_deformed_iff hA).1 hscale).symm
    rw [transpose_eq_of_posDef hS, transpose_eq_of_posDef hC] at h'
    exact posDef_root_unique hS hC h'
  · intro h
    rw [h, hscale]

end RotationFreeDeformation
```

```lean
#print axioms RotationFreeDeformation.cellMetric_deformed_iff
#print axioms RotationFreeDeformation.existsUnique_rotationFree
#print axioms RotationFreeDeformation.distortion_lt
#print axioms RotationFreeDeformation.uniform_scaling_iff
```

```
'RotationFreeDeformation.cellMetric_deformed_iff' depends on axioms: [propext, Classical.choice, Quot.sound]
'RotationFreeDeformation.existsUnique_rotationFree' depends on axioms: [propext, Classical.choice, Quot.sound]
'RotationFreeDeformation.distortion_lt' depends on axioms: [propext, Classical.choice, Quot.sound]
'RotationFreeDeformation.uniform_scaling_iff' depends on axioms: [propext, Classical.choice, Quot.sound]
```
